# The seven real f solid harmonics form a basis of the harmonic homogeneous cubics

A Cartesian Gaussian f shell contains the ten functions xⁱyʲzᵏ exp(−αr²) with i + j + k = 3. A calculation in a spherical basis replaces the ten monomials by seven fixed combinations, and many programs obtain its integrals by transforming the Cartesian ones. For degree 3 and unnormalised real polynomials, the theorems below give the algebra behind this step: the seven combinations solve Laplace's equation, none is redundant, and no harmonic homogeneous cubic is missed. The file does not prove that they are eigenfunctions of the squared orbital angular momentum L² with eigenvalue 12ħ², or that they are mutually orthogonal on the sphere. Normalisation, behaviour under rotations and the count 2l + 1 for other degrees l are not treated either.

## The objects

```lean
import Mathlib

open MvPolynomial

namespace RealFSolidHarmonics

noncomputable section
```

This loads Mathlib and lets its names for polynomials in several variables be written without a prefix.

```lean
/-- Real polynomials in the three Cartesian coordinates. -/
abbrev Poly3 := MvPolynomial (Fin 3) ℝ

/-- The coordinate `x`. -/
abbrev x : Poly3 := X 0

/-- The coordinate `y`. -/
abbrev y : Poly3 := X 1

/-- The coordinate `z`. -/
abbrev z : Poly3 := X 2
```

`Fin 3` is the index set {0, 1, 2}, so `Poly3` is the ring ℝ[x, y, z], and `X 0`, `X 1`, `X 2` are its three variables. An element is a finite list of real coefficients of monomials, not a function on space; a number is obtained from it by evaluation at a point. No Gaussian or other radial factor appears anywhere.

```lean
/-- The Laplacian, the sum of the second derivatives along the three axes, as a linear
operator on polynomials. -/
def laplacian : Poly3 →ₗ[ℝ] Poly3 where
  toFun p := ∑ i : Fin 3, pderiv i (pderiv i p)
  map_add' p q := by
    simp only [map_add, Finset.sum_add_distrib]
  map_smul' c p := by
    simp only [Derivation.map_smul, Finset.smul_sum, RingHom.id_apply]
```

The arrow `→ₗ[ℝ]` declares a real-linear map, here

∇²p = ∂²p/∂x² + ∂²p/∂y² + ∂²p/∂z².

`pderiv i` is the formal partial derivative, which acts on each monomial by the power rule and involves no limits. The two short proofs check that ∇²(p + q) = ∇²p + ∇²q and ∇²(cp) = c∇²p.

```lean
/-- The seven real f solid harmonics, without normalisation. -/
def fSolid : Fin 7 → Poly3
  | 0 => z * (2 * z ^ 2 - 3 * x ^ 2 - 3 * y ^ 2)
  | 1 => x * (4 * z ^ 2 - x ^ 2 - y ^ 2)
  | 2 => y * (4 * z ^ 2 - x ^ 2 - y ^ 2)
  | 3 => z * (x ^ 2 - y ^ 2)
  | 4 => x * y * z
  | 5 => x * (x ^ 2 - 3 * y ^ 2)
  | 6 => y * (3 * x ^ 2 - y ^ 2)
```

Call these f₀, …, f₆. The index is a position in the list and not the magnetic quantum number, and the signs and scales are exactly those written.

```lean
/-- The space of homogeneous cubic polynomials annihilated by the Laplacian. -/
def harmonicCubics : Submodule ℝ Poly3 :=
  homogeneousSubmodule (Fin 3) ℝ 3 ⊓ LinearMap.ker laplacian
```

The symbol `⊓` is the intersection of subspaces and `LinearMap.ker laplacian` is the set of p with ∇²p = 0. A polynomial is homogeneous of degree 3 when every monomial present has total degree 3, which includes the zero polynomial. Write H₃ for this space.

```lean
/-- The cubic form in which `a i j k` is the coefficient of `x^i y^j z^k` for
`i + j + k = 3`. -/
def cubic (a : ℕ → ℕ → ℕ → ℝ) : Poly3 :=
  C (a 3 0 0) * x ^ 3 + C (a 0 3 0) * y ^ 3 + C (a 0 0 3) * z ^ 3
    + C (a 2 1 0) * (x ^ 2 * y) + C (a 2 0 1) * (x ^ 2 * z)
    + C (a 1 2 0) * (x * y ^ 2) + C (a 0 2 1) * (y ^ 2 * z)
    + C (a 1 0 2) * (x * z ^ 2) + C (a 0 1 2) * (y * z ^ 2)
    + C (a 1 1 1) * (x * y * z)
```

`C` turns a real number into a constant polynomial, so `cubic a` is

Σ a_ijk xⁱyʲzᵏ over i + j + k = 3.

Only ten values of the array `a` are used.

## Harmonicity and independence

```lean
/-- The Laplacian written out as the sum of the second derivatives in `x`, `y` and `z`. -/
theorem laplacian_apply (p : Poly3) :
    laplacian p = pderiv (0 : Fin 3) (pderiv (0 : Fin 3) p)
      + pderiv (1 : Fin 3) (pderiv (1 : Fin 3) p)
      + pderiv (2 : Fin 3) (pderiv (2 : Fin 3) p) := by
  show ∑ i : Fin 3, pderiv i (pderiv i p) = _
  rw [Fin.sum_univ_three]

/-- The derivative of coordinate `j` along axis `i` is the Kronecker delta. -/
theorem pderiv_coord (i j : Fin 3) :
    pderiv i (X j : Poly3) = if i = j then 1 else 0 := by
  split_ifs with h
  · subst h
    exact pderiv_X_self _
  · exact pderiv_X_of_ne (Ne.symm h)
```

The first lemma writes the sum over axes as three terms. The second is ∂ᵢxⱼ = δᵢⱼ.

```lean
/-- Each of the seven polynomials is homogeneous of degree three. -/
theorem fSolid_isHomogeneous (m : Fin 7) : IsHomogeneous (fSolid m) 3 := by
  have hcases : ∀ m : Fin 7,
      m = 0 ∨ m = 1 ∨ m = 2 ∨ m = 3 ∨ m = 4 ∨ m = 5 ∨ m = 6 := by decide
  have hx : IsHomogeneous x 1 := by apply isHomogeneous_X
  have hy : IsHomogeneous y 1 := by apply isHomogeneous_X
  have hz : IsHomogeneous z 1 := by apply isHomogeneous_X
  -- closure rules: squares, integer multiples, differences, linear times quadratic
  have hsq : ∀ {a : Poly3}, IsHomogeneous a 1 → IsHomogeneous (a ^ 2) 2 := by
    intro a ha
    rw [sq]
    have h := ha.mul ha
    exact h
  have hk : ∀ (k : ℕ) {q : Poly3}, IsHomogeneous q 2 → IsHomogeneous ((k : Poly3) * q) 2 := by
    intro k q h
    rw [← nsmul_eq_mul]
    have hq : q ∈ homogeneousSubmodule (Fin 3) ℝ 2 := h
    exact nsmul_mem hq k
  have hsub : ∀ {a b : Poly3}, IsHomogeneous a 2 → IsHomogeneous b 2 →
      IsHomogeneous (a - b) 2 := by
    intro a b ha hb
    have ha' : a ∈ homogeneousSubmodule (Fin 3) ℝ 2 := ha
    have hb' : b ∈ homogeneousSubmodule (Fin 3) ℝ 2 := hb
    exact sub_mem ha' hb'
  have hmul : ∀ {a b : Poly3}, IsHomogeneous a 1 → IsHomogeneous b 2 →
      IsHomogeneous (a * b) 3 := by
    intro a b ha hb
    have h := ha.mul hb
    exact h
  rcases hcases m with rfl | rfl | rfl | rfl | rfl | rfl | rfl <;> simp only [fSolid]
  · exact hmul hz (hsub (hsub (hk 2 (hsq hz)) (hk 3 (hsq hx))) (hk 3 (hsq hy)))
  · exact hmul hx (hsub (hsub (hk 4 (hsq hz)) (hsq hx)) (hsq hy))
  · exact hmul hy (hsub (hsub (hk 4 (hsq hz)) (hsq hx)) (hsq hy))
  · exact hmul hz (hsub (hsq hx) (hsq hy))
  · have h := (hx.mul hy).mul hz
    exact h
  · exact hmul hx (hsub (hsq hx) (hk 3 (hsq hy)))
  · exact hmul hy (hsub (hk 3 (hsq hx)) (hsq hy))
```

Each fₘ is homogeneous of degree 3. Degrees add under multiplication, and differences and integer multiples keep the degree. The local rules `hsq`, `hk`, `hsub` and `hmul` state this for squares of linear forms, multiples and differences of quadratics, and a linear form times a quadratic. After `rcases` splits into seven cases, six lines assemble a coordinate times a quadratic form, and xyz is a product of three linear factors.

```lean
/-- Each of the seven polynomials solves the Laplace equation. -/
theorem fSolid_harmonic (m : Fin 7) : laplacian (fSolid m) = 0 := by
  have hcases : ∀ m : Fin 7,
      m = 0 ∨ m = 1 ∨ m = 2 ∨ m = 3 ∨ m = 4 ∨ m = 5 ∨ m = 6 := by decide
  -- constants have zero derivative
  have h2 : ∀ i : Fin 3, pderiv i (2 : Poly3) = 0 := fun i => Derivation.map_natCast _ 2
  have h3 : ∀ i : Fin 3, pderiv i (3 : Poly3) = 0 := fun i => Derivation.map_natCast _ 3
  have h4 : ∀ i : Fin 3, pderiv i (4 : Poly3) = 0 := fun i => Derivation.map_natCast _ 4
  rw [laplacian_apply]
  -- product rule applied twice, then collect terms
  rcases hcases m with rfl | rfl | rfl | rfl | rfl | rfl | rfl <;>
    simp only [fSolid, x, y, z, pow_two, map_add, map_sub, map_neg, map_zero, pderiv_mul,
      pderiv_coord, h2, h3, h4, Fin.reduceEq, ↓reduceIte,
      mul_zero, zero_mul, mul_one, one_mul, add_zero, zero_add,
      sub_zero, zero_sub] <;>
    ring
```

Each fₘ satisfies ∇²fₘ = 0. By hand, expand the product and list the x, y and z second derivatives in that order:

∇²f₀ = ∇²(2z³ − 3x²z − 3y²z) = −6z − 6z + 12z = 0

∇²f₁ = ∇²(4xz² − x³ − xy²) = −6x − 2x + 8x = 0

∇²f₂ = ∇²(4yz² − x²y − y³) = −2y − 6y + 8y = 0

∇²f₃ = ∇²(x²z − y²z) = 2z − 2z + 0 = 0

∇²f₄ = ∇²(xyz) = 0 + 0 + 0 = 0

∇²f₅ = ∇²(x³ − 3xy²) = 6x − 6x + 0 = 0

∇²f₆ = ∇²(3x²y − y³) = 6y − 6y + 0 = 0

Lean differentiates the unexpanded products: `simp only` applies the product rule `pderiv_mul` and `pderiv_coord`, and `ring` collects the terms to zero.

```lean
/-- The seven polynomials are linearly independent over the reals. -/
theorem fSolid_linearIndependent : LinearIndependent ℝ fSolid := by
  have hcases : ∀ m : Fin 7,
      m = 0 ∨ m = 1 ∨ m = 2 ∨ m = 3 ∨ m = 4 ∨ m = 5 ∨ m = 6 := by decide
  rw [Fintype.linearIndependent_iff]
  intro g hg
  rw [Fin.sum_univ_seven] at hg
  -- the vanishing combination vanishes at every point (r, s, t)
  have hv : ∀ r s t : ℝ,
      g 0 * (t * (2 * t ^ 2 - 3 * r ^ 2 - 3 * s ^ 2)) + g 1 * (r * (4 * t ^ 2 - r ^ 2 - s ^ 2))
        + g 2 * (s * (4 * t ^ 2 - r ^ 2 - s ^ 2)) + g 3 * (t * (r ^ 2 - s ^ 2))
        + g 4 * (r * s * t) + g 5 * (r * (r ^ 2 - 3 * s ^ 2))
        + g 6 * (s * (3 * r ^ 2 - s ^ 2)) = 0 := by
    intro r s t
    obtain ⟨v, h0, h1, h2⟩ : ∃ v : Fin 3 → ℝ, v 0 = r ∧ v 1 = s ∧ v 2 = t :=
      ⟨![r, s, t], rfl, rfl, rfl⟩
    have h := congrArg (eval v) hg
    simp only [fSolid, x, y, z, smul_eq_C_mul, map_add, map_sub, map_mul, map_pow, map_zero,
      _root_.map_ofNat, eval_C, eval_X, h0, h1, h2] at h
    linear_combination h
  -- seven sample points determine the seven coefficients
  have e1 := hv 0 0 1
  have e2 := hv 1 0 0
  have e3 := hv 0 1 0
  have e4 := hv 1 0 1
  have e5 := hv (-1) 0 1
  have e6 := hv 0 1 1
  have e7 := hv 1 1 1
  have g0 : g 0 = 0 := by linarith
  have g3 : g 3 = 0 := by linarith
  have g1 : g 1 = 0 := by linarith
  have g5 : g 5 = 0 := by linarith
  have g2 : g 2 = 0 := by linarith
  have g6 : g 6 = 0 := by linarith
  have g4 : g 4 = 0 := by linarith
  intro i
  rcases hcases i with rfl | rfl | rfl | rfl | rfl | rfl | rfl <;> assumption
```

`LinearIndependent ℝ fSolid` says that Σ gₘfₘ = 0 with real gₘ forces every gₘ = 0. A vanishing polynomial has value zero at every point (r, s, t), which is `hv`. The seven points of `e1` to `e7` give

(0, 0, 1): 2g₀ = 0

(1, 0, 0): −g₁ + g₅ = 0

(0, 1, 0): −g₂ − g₆ = 0

(1, 0, 1): −g₀ + 3g₁ + g₃ + g₅ = 0

(−1, 0, 1): −g₀ − 3g₁ + g₃ − g₅ = 0

(0, 1, 1): −g₀ + 3g₂ − g₃ − g₆ = 0

(1, 1, 1): −4g₀ + 2g₁ + 2g₂ + g₄ − 2g₅ + 2g₆ = 0

The first gives g₀ = 0, and the sum of the fourth and fifth then gives g₃ = 0. The fourth becomes 3g₁ + g₅ = 0, which with g₅ = g₁ gives g₁ = g₅ = 0. The sixth becomes 3g₂ − g₆ = 0, which with g₆ = −g₂ gives g₂ = g₆ = 0. The last leaves g₄ = 0. Each `linarith` call finds one such combination of the equations.

## Completeness

```lean
/-- Every homogeneous polynomial of degree three is a combination of the ten cubic
monomials. -/
theorem exists_cubic (p : Poly3) (hp : IsHomogeneous p 3) : ∃ a, p = cubic a := by
  -- a single monomial of total degree three
  have hmon : ∀ (c : ℝ) (i j k : ℕ), i + j + k = 3 →
      ∃ a, C c * (x ^ i * y ^ j * z ^ k) = cubic a := by
    intro c i j k h
    refine ⟨fun i' j' k' => if i' = i ∧ j' = j ∧ k' = k then c else 0, ?_⟩
    have hi : i ≤ 3 := by omega
    have hj : j ≤ 3 := by omega
    have hk : k ≤ 3 := by omega
    interval_cases i <;> interval_cases j <;> interval_cases k <;>
      first
        | (exfalso; omega)
        | simp [cubic]
  -- sum over the monomials present in p
  have hs : ∃ a, (∑ d ∈ p.support, monomial d (coeff d p) : Poly3) = cubic a := by
    refine Finset.sum_induction _ (fun q : Poly3 => ∃ a, q = cubic a) ?_ ?_ ?_
    · rintro _ _ ⟨a, rfl⟩ ⟨b, rfl⟩
      refine ⟨fun i j k => a i j k + b i j k, ?_⟩
      simp only [cubic, map_add]
      ring
    · exact ⟨fun _ _ _ => 0, by simp [cubic]⟩
    · intro d hd
      have hdeg : d 0 + d 1 + d 2 = 3 := by
        have hw := hp (mem_support_iff.mp hd)
        rw [Finsupp.weight_apply, Finsupp.sum_fintype, Fin.sum_univ_three] at hw
        · simpa using hw
        · intro i
          simp
      have hprod : (d.prod fun n e => (X n : Poly3) ^ e) = ∏ n, (X n : Poly3) ^ d n :=
        Finsupp.prod_fintype d (fun n e => (X n : Poly3) ^ e) (fun n => pow_zero _)
      have hm : (monomial d (coeff d p) : Poly3)
          = C (coeff d p) * (x ^ d 0 * y ^ d 1 * z ^ d 2) := by
        simp only [monomial_eq, hprod, Fin.prod_univ_three, x, y, z]
      show ∃ a, (monomial d (coeff d p) : Poly3) = cubic a
      rw [hm]
      exact hmon _ _ _ _ hdeg
  obtain ⟨a, ha⟩ := hs
  exact ⟨a, (MvPolynomial.as_sum p).trans ha⟩
```

Every homogeneous cubic p equals `cubic a` for some array `a`. The proof writes p as the sum over the monomials present, `p.support`. Homogeneity gives each of them exponents adding to 3 (`hdeg`). In `hmon`, `interval_cases` runs through all exponents from 0 to 3, discards the triples with the wrong sum, and matches each remaining one to a term of `cubic`. Finally, a sum of two cubic forms is the cubic form with added coefficients.

```lean
/-- The Laplacian of a general cubic form is the stated linear form in `x`, `y`, `z`. -/
theorem laplacian_cubic (a : ℕ → ℕ → ℕ → ℝ) :
    laplacian (cubic a) =
      C (6 * a 3 0 0 + 2 * a 1 2 0 + 2 * a 1 0 2) * x
        + C (2 * a 2 1 0 + 6 * a 0 3 0 + 2 * a 0 1 2) * y
        + C (2 * a 2 0 1 + 2 * a 0 2 1 + 6 * a 0 0 3) * z := by
  rw [laplacian_apply]
  simp only [cubic, x, y, z, pow_two, pow_three, map_add, pderiv_mul, pderiv_C,
    pderiv_coord, Fin.reduceEq, ↓reduceIte,
    mul_zero, zero_mul, mul_one, one_mul, add_zero, zero_add]
  simp only [map_mul, _root_.map_ofNat]
  ring
```

The terms proportional to x come from ∂²/∂x² of x³, ∂²/∂y² of xy² and ∂²/∂z² of xz², and likewise for y and z, while xyz contributes nothing:

∇²p = (6a₃₀₀ + 2a₁₂₀ + 2a₁₀₂)x + (2a₂₁₀ + 6a₀₃₀ + 2a₀₁₂)y + (2a₂₀₁ + 2a₀₂₁ + 6a₀₀₃)z.

The tactics are again the product rule followed by `ring`.

```lean
/-- A cubic form is harmonic exactly when its coefficients obey three linear conditions. -/
theorem harmonic_cubic_iff (a : ℕ → ℕ → ℕ → ℝ) :
    laplacian (cubic a) = 0 ↔
      3 * a 3 0 0 + a 1 2 0 + a 1 0 2 = 0 ∧ a 2 1 0 + 3 * a 0 3 0 + a 0 1 2 = 0 ∧
        a 2 0 1 + a 0 2 1 + 3 * a 0 0 3 = 0 := by
  rw [laplacian_cubic]
  constructor
  · intro h
    have hv : ∀ r s t : ℝ, (6 * a 3 0 0 + 2 * a 1 2 0 + 2 * a 1 0 2) * r
        + (2 * a 2 1 0 + 6 * a 0 3 0 + 2 * a 0 1 2) * s
        + (2 * a 2 0 1 + 2 * a 0 2 1 + 6 * a 0 0 3) * t = 0 := by
      intro r s t
      obtain ⟨v, h0, h1, h2⟩ : ∃ v : Fin 3 → ℝ, v 0 = r ∧ v 1 = s ∧ v 2 = t :=
        ⟨![r, s, t], rfl, rfl, rfl⟩
      have h' := congrArg (eval v) h
      simp only [x, y, z, map_add, map_mul, map_zero, _root_.map_ofNat, eval_C, eval_X,
        h0, h1, h2] at h'
      linear_combination h'
    -- evaluate the linear form on the three unit vectors
    have e1 := hv 1 0 0
    have e2 := hv 0 1 0
    have e3 := hv 0 0 1
    exact ⟨by linarith, by linarith, by linarith⟩
  · rintro ⟨h1, h2, h3⟩
    have e1 : 6 * a 3 0 0 + 2 * a 1 2 0 + 2 * a 1 0 2 = 0 := by linarith
    have e2 : 2 * a 2 1 0 + 6 * a 0 3 0 + 2 * a 0 1 2 = 0 := by linarith
    have e3 : 2 * a 2 0 1 + 2 * a 0 2 1 + 6 * a 0 0 3 = 0 := by linarith
    rw [e1, e2, e3]
    simp
```

The symbol `↔` is "if and only if" and `∧` is "and". Evaluating the linear form at (1, 0, 0), (0, 1, 0) and (0, 0, 1) isolates its three coefficients, and halving them gives

A = 3a₃₀₀ + a₁₂₀ + a₁₀₂ = 0

B = a₂₁₀ + 3a₀₃₀ + a₀₁₂ = 0

D = a₂₀₁ + a₀₂₁ + 3a₀₀₃ = 0.

Conversely, these conditions make all three coefficients zero.

```lean
/-- A harmonic cubic form is the stated explicit combination of the seven polynomials. -/
theorem cubic_expansion (a : ℕ → ℕ → ℕ → ℝ) (h : laplacian (cubic a) = 0) :
    cubic a = (a 0 0 3 / 2) • fSolid 0 + (a 1 0 2 / 4) • fSolid 1 + (a 0 1 2 / 4) • fSolid 2
      + ((a 2 0 1 - a 0 2 1) / 2) • fSolid 3 + a 1 1 1 • fSolid 4
      + (a 3 0 0 + a 1 0 2 / 4) • fSolid 5 + (-a 0 3 0 - a 0 1 2 / 4) • fSolid 6 := by
  obtain ⟨hx, hy, hz⟩ := (harmonic_cubic_iff a).mp h
  apply MvPolynomial.funext
  intro v
  simp only [cubic, fSolid, x, y, z, smul_eq_C_mul, map_add, map_sub, map_mul, map_pow,
    _root_.map_ofNat, eval_C, eval_X]
  -- the two sides differ by multiples of the three harmonicity conditions
  linear_combination (v 0 * v 1 ^ 2) * hx + (v 0 ^ 2 * v 1) * hy
    + ((v 0 ^ 2 * v 2 + v 1 ^ 2 * v 2) / 2) * hz
```

The dot `•` is multiplication by a real scalar. For harmonic p the claim is p = q with

q = (a₀₀₃/2)f₀ + (a₁₀₂/4)f₁ + (a₀₁₂/4)f₂ + ((a₂₀₁ − a₀₂₁)/2)f₃ + a₁₁₁f₄ + (a₃₀₀ + a₁₀₂/4)f₅ + (−a₀₃₀ − a₀₁₂/4)f₆.

Compare monomials. The coefficients of z³, xz², yz² and xyz in q each come from one fₘ and match p directly. For x³ the coefficient is −a₁₀₂/4 + a₃₀₀ + a₁₀₂/4 = a₃₀₀, and y³ works in the same way. For xy² it is −a₁₀₂/4 − 3a₃₀₀ − 3a₁₀₂/4 = a₁₂₀ − A, and for x²y it is −a₀₁₂ − 3a₀₃₀ = a₂₁₀ − B. For x²z and y²z it is −3a₀₀₃/2 ± (a₂₀₁ − a₀₂₁)/2, that is a₂₀₁ − D/2 and a₀₂₁ − D/2. Hence

p − q = A·xy² + B·x²y + D·(x²z + y²z)/2.

These three multipliers are the ones handed to `linear_combination`, with `v 0`, `v 1`, `v 2` the coordinates of a point. `MvPolynomial.funext` turns equality at all points into equality of polynomials, which is valid because ℝ is infinite.

```lean
/-- The real span of the seven polynomials is the whole space of harmonic homogeneous
cubics. -/
theorem span_fSolid : Submodule.span ℝ (Set.range fSolid) = harmonicCubics := by
  apply le_antisymm
  · refine Submodule.span_le.mpr ?_
    rintro _ ⟨m, rfl⟩
    show fSolid m ∈ homogeneousSubmodule (Fin 3) ℝ 3 ⊓ LinearMap.ker laplacian
    exact Submodule.mem_inf.mpr
      ⟨fSolid_isHomogeneous m, LinearMap.mem_ker.mpr (fSolid_harmonic m)⟩
  · intro p hp
    have hp' : p ∈ homogeneousSubmodule (Fin 3) ℝ 3 ⊓ LinearMap.ker laplacian := hp
    obtain ⟨hh, hl⟩ := Submodule.mem_inf.mp hp'
    obtain ⟨a, rfl⟩ := exists_cubic p hh
    have hm : ∀ (c : ℝ) (m : Fin 7), c • fSolid m ∈ Submodule.span ℝ (Set.range fSolid) :=
      fun c m => Submodule.smul_mem _ c (Submodule.subset_span ⟨m, rfl⟩)
    rw [cubic_expansion a (LinearMap.mem_ker.mp hl)]
    exact add_mem (add_mem (add_mem (add_mem (add_mem (add_mem
      (hm _ 0) (hm _ 1)) (hm _ 2)) (hm _ 3)) (hm _ 4)) (hm _ 5)) (hm _ 6)
```

`Submodule.span ℝ (Set.range fSolid)` is the set of all real combinations of the fₘ, and `le_antisymm` proves the equality with H₃ as two inclusions. Each fₘ lies in H₃ by homogeneity and harmonicity, so the span does too. An element of H₃ is a cubic form by `exists_cubic` and lies in the span by `cubic_expansion`. Both conditions defining H₃ are needed. The cubic (x² + y² + z²)x = x³ + xy² + xz² has Laplacian 10x and so lies outside the span, and the polynomial x is harmonic but not cubic.

```lean
/-- The space of harmonic homogeneous cubics in three variables has dimension seven. -/
theorem finrank_harmonicCubics : Module.finrank ℝ harmonicCubics = 7 := by
  rw [← span_fSolid, finrank_span_eq_card fSolid_linearIndependent, Fintype.card_fin]
```

`Module.finrank` is the dimension. The span of seven independent vectors has dimension seven, so dim H₃ = 7, in agreement with ten coefficients under three independent conditions.

```lean
/-- The seven polynomials are homogeneous cubics solving the Laplace equation, are linearly
independent over the reals, and span all harmonic homogeneous cubics. -/
theorem real_f_solid_harmonics :
    (∀ m, IsHomogeneous (fSolid m) 3 ∧ laplacian (fSolid m) = 0) ∧
      LinearIndependent ℝ fSolid ∧
      Submodule.span ℝ (Set.range fSolid) = harmonicCubics :=
  ⟨fun m => ⟨fSolid_isHomogeneous m, fSolid_harmonic m⟩, fSolid_linearIndependent, span_fSolid⟩

end

end RealFSolidHarmonics
```

The last theorem has no hypotheses and joins the earlier results: for every m the polynomial fₘ is a homogeneous cubic with ∇²fₘ = 0, the family is independent over ℝ, and its span is H₃. The dimension is not repeated here and stands in `finrank_harmonicCubics`.

```lean
#print axioms RealFSolidHarmonics.finrank_harmonicCubics
#print axioms RealFSolidHarmonics.real_f_solid_harmonics
```

```
'RealFSolidHarmonics.finrank_harmonicCubics' depends on axioms: [propext, Classical.choice, Quot.sound]
'RealFSolidHarmonics.real_f_solid_harmonics' depends on axioms: [propext, Classical.choice, Quot.sound]
```
